# Two leads inject only $1-|e_0|/\sqrt{e_0^2+4t^2}$ of the spectral weight of an impurity with $e_0\neq 0$ in a uniform chain

In a Green function device simulation, the charge on a site is often computed by integrating the spectral density injected from the leads, weighted by their occupations. If that integral runs over the band only, it misses the charge of any occupied bound state outside the band. For a single non-interacting impurity between two identical chains, with the same hopping throughout and an on-site energy away from the band centre, the missing spectral weight has a closed form. Even with every in-band state filled, the charge injected onto the site is less than one electron per spin.

In Lean 4 with Mathlib:

```lean
import Mathlib

open Set

namespace ImpurityInjectedWeight

noncomputable section
```

## Leads, impurity and injected weight

Let $t>0$ be the hopping, both inside the chains and onto the impurity, and let $e_0\neq0$ be the impurity's on-site energy relative to the band centre. For $|E|\le 2t$ put $s=\sqrt{4t^2-E^2}$. Each chain contributes the self-energy $\Sigma=(E-is)/2$, where the minus sign selects the retarded branch.

```lean
/-- Retarded self-energy of one semi-infinite chain with hopping `t`, for energies in the band
`|E| ≤ 2t`. -/
def leadSelfEnergy (t E : ℝ) : ℂ := (E - Complex.I * (√(4 * t ^ 2 - E ^ 2) : ℝ)) / 2
```

The broadening due to one lead is $\Gamma=-2\,\mathrm{Im}\,\Sigma$.

```lean
/-- Broadening `Γ = -2 Im Σ` due to one lead. -/
def broadening (t E : ℝ) : ℝ := -2 * (leadSelfEnergy t E).im
```

Two equal leads give $G=1/(E-e_0-2\Sigma)$. This formula is taken as the definition of the impurity Green function and is not derived from the infinite Hamiltonian.

```lean
/-- Retarded Green function of the impurity between two leads, for `e0 ≠ 0` and `|E| ≤ 2t`. -/
def impurityGreen (e0 t E : ℝ) : ℂ := 1 / (E - e0 - 2 * leadSelfEnergy t E)
```

The injected weight is $\int_{-2t}^{2t}(\Gamma_L+\Gamma_R)|G|^2\,dE/2\pi$ with $\Gamma_L=\Gamma_R=\Gamma$.

```lean
/-- Spectral weight on the impurity injected from the left and right leads over the band. -/
def injectedWeight (e0 t : ℝ) : ℝ :=
  ∫ E in (-(2 * t))..(2 * t),
    (broadening t E + broadening t E) * ‖impurityGreen e0 t E‖ ^ 2 / (2 * Real.pi)
```

## The full chain and its candidate bound state

The same system, written as an infinite chain with sites $n\in\mathbb Z$ and the impurity at $n=0$, acts on real amplitudes $\psi_n$ by
$$(H\psi)_n=t(\psi_{n+1}+\psi_{n-1})+e_0\delta_{n0}\psi_n .$$

```lean
/-- Hamiltonian of the infinite chain with hopping `t` and on-site energy `e0` at site `0`. -/
def chainH (e0 t : ℝ) (ψ : ℤ → ℝ) (n : ℤ) : ℝ :=
  t * (ψ (n + 1) + ψ (n - 1)) + (if n = 0 then e0 else 0) * ψ n
```

Write $R=\sqrt{e_0^2+4t^2}$. The candidate energy is $E_b=\mathrm{sign}(e_0)\,R$, with the sign coded as `e0 / |e0|`.

```lean
/-- The energy `sign(e0) √(e0² + 4t²)`, for `e0 ≠ 0`. -/
def boundEnergy (e0 t : ℝ) : ℝ := e0 / |e0| * √(e0 ^ 2 + 4 * t ^ 2)
```

The amplitude changes by the factor $x=(E_b-e_0)/(2t)$ from each site to the next one outward.

```lean
/-- Ratio of amplitudes on successive sites away from the impurity, for `e0 ≠ 0` and `t ≠ 0`. -/
def decayFactor (e0 t : ℝ) : ℝ := (boundEnergy e0 t - e0) / (2 * t)
```

The unnormalised state is therefore $\psi_n=x^{|n|}$, with $\psi_0=1$.

```lean
/-- The unnormalized state with amplitude `x ^ |n|` at site `n`, where `x` is the decay factor. -/
def boundState (e0 t : ℝ) (n : ℤ) : ℝ := decayFactor e0 t ^ n.natAbs
```

## From the self-energy to the injected density

The self-energy of a semi-infinite chain must reproduce itself when one site is added, $\Sigma=t^2/(E-\Sigma)$. In the band,
$$\Sigma(E-\Sigma)=\tfrac14(E-is)(E+is)=\tfrac14(E^2+s^2)=t^2 .$$
The proof uses the square of the root and $i^2=-1$, combined by `linear_combination`.

```lean
/-- In the band, the lead self-energy solves the surface Dyson equation `Σ (E - Σ) = t²`. -/
theorem leadSelfEnergy_dyson {t E : ℝ} (hE : E ^ 2 ≤ 4 * t ^ 2) :
    leadSelfEnergy t E * (E - leadSelfEnergy t E) = (t : ℂ) ^ 2 := by
  have h0 : √(4 * t ^ 2 - E ^ 2) ^ 2 = 4 * t ^ 2 - E ^ 2 := Real.sq_sqrt (by linarith)
  have h : ((√(4 * t ^ 2 - E ^ 2) : ℝ) : ℂ) ^ 2 = 4 * (t : ℂ) ^ 2 - (E : ℂ) ^ 2 := by
    exact_mod_cast h0
  unfold leadSelfEnergy
  linear_combination h / 4 - ((√(4 * t ^ 2 - E ^ 2) : ℝ) : ℂ) ^ 2 / 4 * Complex.I_sq
```

Next, $\Gamma=s$ and $E-e_0-2\Sigma=-e_0+is$, so $|G|^2=1/(e_0^2+s^2)$ and the density is
$$\frac{2s}{2\pi(e_0^2+s^2)}=\frac1\pi\,\frac{s}{e_0^2+s^2}.$$
In the code, `hB`, `hD` and `hG` are these three equalities.

```lean
/-- The injected spectral density is `s / (e0² + s²) / π` with `s = √(4t² - E²)`. -/
theorem injected_density (e0 t E : ℝ) :
    (broadening t E + broadening t E) * ‖impurityGreen e0 t E‖ ^ 2 / (2 * Real.pi) =
      √(4 * t ^ 2 - E ^ 2) / (e0 ^ 2 + √(4 * t ^ 2 - E ^ 2) ^ 2) / Real.pi := by
  have hS : leadSelfEnergy t E =
      ((E / 2 : ℝ) : ℂ) + ((-√(4 * t ^ 2 - E ^ 2) / 2 : ℝ) : ℂ) * Complex.I := by
    unfold leadSelfEnergy
    push_cast
    ring
  have hB : broadening t E = √(4 * t ^ 2 - E ^ 2) := by
    unfold broadening
    rw [hS]
    simp only [Complex.add_im, Complex.ofReal_im, Complex.mul_im, Complex.ofReal_re,
      Complex.I_re, Complex.I_im]
    ring
  have hD : (E : ℂ) - e0 - 2 * leadSelfEnergy t E =
      ((-e0 : ℝ) : ℂ) + ((√(4 * t ^ 2 - E ^ 2) : ℝ) : ℂ) * Complex.I := by
    unfold leadSelfEnergy
    push_cast
    ring
  have hG : ‖impurityGreen e0 t E‖ ^ 2 = 1 / (e0 ^ 2 + √(4 * t ^ 2 - E ^ 2) ^ 2) := by
    unfold impurityGreen
    rw [hD, norm_div, norm_one, div_pow, one_pow, Complex.sq_norm, Complex.normSq_add_mul_I,
      neg_sq]
  rw [hB, hG]
  ring
```

## Integrating over the band

The antiderivative contains arcsines. If $1-f^2=c^2$ with $c>0$, then $(\arcsin f)'=f'/c$.

```lean
/-- Derivative of `arcsin (f y)` when `1 - f(x)²` is the square of a positive number `c`. -/
theorem hasDerivAt_arcsin_comp {f : ℝ → ℝ} {f' x c : ℝ} (hf : HasDerivAt f f' x) (hc : 0 < c)
    (h : 1 - f x ^ 2 = c ^ 2) : HasDerivAt (fun y => Real.arcsin (f y)) (f' / c) x := by
  have hc2 := pow_pos hc 2
  have h1 : f x ≠ -1 := by
    intro h'
    rw [h'] at h
    linarith
  have h2 : f x ≠ 1 := by
    intro h'
    rw [h'] at h
    linarith
  have h3 := (Real.hasDerivAt_arcsin h1 h2).comp x hf
  rw [h, Real.sqrt_sq hc.le] at h3
  exact h3.congr_deriv (by ring)
```

With $W=\sqrt{R^2-E^2}$, so that $W^2=e_0^2+s^2$, take
$$F(E)=\arcsin\frac{E}{2t}-\frac{|e_0|}{R}\arcsin u,\qquad u=\frac{|e_0|E}{2tW}.$$
Here $u'=|e_0|R^2/(2tW^3)$ and $1-u^2=(Rs/(2tW))^2$. Inside the band this gives
$$F'=\frac1s-\frac{e_0^2}{W^2s}=\frac{s}{W^2}.$$
At $E=\pm2t$ we have $W=|e_0|$, so both arcsines equal $\pm\pi/2$ and
$$F(2t)-F(-2t)=\pi\left(1-\frac{|e_0|}{R}\right).$$

The arcsines are not differentiable at the band edges. The proof therefore uses a version of the fundamental theorem that needs continuity on the closed interval (`hcont`), the derivative in its interior (`hder`) and an integrable derivative, which follows from `hint`.

```lean
/-- The band integral of `s / (e0² + s²)`, with `s = √(4t² - E²)`, in closed form. -/
theorem band_integral {e0 t : ℝ} (h0 : e0 ≠ 0) (ht : 0 < t) :
    ∫ E in (-(2 * t))..(2 * t), √(4 * t ^ 2 - E ^ 2) / (e0 ^ 2 + √(4 * t ^ 2 - E ^ 2) ^ 2) =
      Real.pi * (1 - |e0| / √(e0 ^ 2 + 4 * t ^ 2)) := by
  have ha : 0 < |e0| := abs_pos.2 h0
  have ha2 : |e0| ^ 2 = e0 ^ 2 := sq_abs e0
  have he : 0 < e0 ^ 2 := by positivity
  set R := √(e0 ^ 2 + 4 * t ^ 2) with hRdef
  have hR : 0 < R := Real.sqrt_pos.2 (by positivity)
  have hR2 : R ^ 2 = e0 ^ 2 + 4 * t ^ 2 := Real.sq_sqrt (by positivity)
  have hint : Continuous fun E : ℝ =>
      √(4 * t ^ 2 - E ^ 2) / (e0 ^ 2 + √(4 * t ^ 2 - E ^ 2) ^ 2) :=
    Continuous.div (by fun_prop) (by fun_prop) (fun E => by positivity)
  -- the antiderivative is continuous up to the band edges
  have hc1 : Continuous fun E : ℝ => Real.arcsin (E / (2 * t)) :=
    Real.continuous_arcsin.comp (by fun_prop : Continuous fun E : ℝ => E / (2 * t))
  have hc2 : ContinuousOn (fun E : ℝ => |e0| * E / (2 * t * √(e0 ^ 2 + 4 * t ^ 2 - E ^ 2)))
      (Icc (-(2 * t)) (2 * t)) := by
    refine ContinuousOn.div (by fun_prop) (by fun_prop) ?_
    intro E hE
    have h1 : 0 ≤ (2 * t - E) * (2 * t + E) :=
      mul_nonneg (by linarith [hE.2]) (by linarith [hE.1])
    exact (mul_pos (by positivity) (Real.sqrt_pos.2 (by nlinarith))).ne'
  have hcont : ContinuousOn (fun E : ℝ => Real.arcsin (E / (2 * t)) -
      |e0| / R * Real.arcsin (|e0| * E / (2 * t * √(e0 ^ 2 + 4 * t ^ 2 - E ^ 2))))
      (Icc (-(2 * t)) (2 * t)) :=
    hc1.continuousOn.sub (continuousOn_const.mul (Real.continuous_arcsin.comp_continuousOn hc2))
  have hder : ∀ x ∈ Ioo (-(2 * t)) (2 * t), HasDerivAt (fun E : ℝ => Real.arcsin (E / (2 * t)) -
      |e0| / R * Real.arcsin (|e0| * E / (2 * t * √(e0 ^ 2 + 4 * t ^ 2 - E ^ 2))))
      (√(4 * t ^ 2 - x ^ 2) / (e0 ^ 2 + √(4 * t ^ 2 - x ^ 2) ^ 2)) x := by
    intro x hx
    have h1 : 0 < (2 * t - x) * (2 * t + x) :=
      mul_pos (by linarith [hx.2]) (by linarith [hx.1])
    have hs : 0 < 4 * t ^ 2 - x ^ 2 := by nlinarith
    have hw : 0 < e0 ^ 2 + 4 * t ^ 2 - x ^ 2 := by linarith
    set S := √(4 * t ^ 2 - x ^ 2) with hSdef
    set W := √(e0 ^ 2 + 4 * t ^ 2 - x ^ 2) with hWdef
    have hS : 0 < S := Real.sqrt_pos.2 hs
    have hW : 0 < W := Real.sqrt_pos.2 hw
    have hS2 : S ^ 2 = 4 * t ^ 2 - x ^ 2 := Real.sq_sqrt hs.le
    have hW2 : W ^ 2 = e0 ^ 2 + 4 * t ^ 2 - x ^ 2 := Real.sq_sqrt hw.le
    have hp : HasDerivAt (fun y : ℝ => e0 ^ 2 + 4 * t ^ 2 - y ^ 2) (-(2 * x)) x :=
      ((hasDerivAt_pow 2 x).const_sub _).congr_deriv (by norm_num)
    obtain ⟨d, hWd, hd⟩ : ∃ d, HasDerivAt (fun y : ℝ => √(e0 ^ 2 + 4 * t ^ 2 - y ^ 2)) d x ∧
        d * W = -x := by
      refine ⟨-(2 * x) / (2 * W), hp.sqrt hw.ne', ?_⟩
      rw [div_mul_eq_mul_div, div_eq_iff (mul_ne_zero two_ne_zero hW.ne')]
      ring
    have hne : 2 * t * W ≠ 0 := by positivity
    have hy : HasDerivAt (fun y : ℝ => |e0| * y / (2 * t * √(e0 ^ 2 + 4 * t ^ 2 - y ^ 2)))
        (|e0| * R ^ 2 / (2 * t * W ^ 3)) x := by
      refine (((hasDerivAt_id' x).const_mul |e0|).fun_div
        (hWd.const_mul (2 * t)) hne).congr_deriv ?_
      rw [div_eq_div_iff (pow_ne_zero 2 hne) (by positivity)]
      linear_combination (-4 * t ^ 2 * |e0| * W ^ 2 * x) * hd
        - 4 * t ^ 2 * |e0| * W ^ 2 * (hR2 - hW2)
    have d1 := hasDerivAt_arcsin_comp (c := S / (2 * t))
      ((hasDerivAt_id' x).div_const (2 * t)) (by positivity) (by
        rw [div_pow, div_pow, eq_div_iff (by positivity), sub_mul,
          div_mul_cancel₀ _ (by positivity)]
        linear_combination -hS2)
    have d2 := hasDerivAt_arcsin_comp (c := R * S / (2 * t * W)) hy (by positivity) (by
        change 1 - (|e0| * x / (2 * t * W)) ^ 2 = _
        rw [div_pow, div_pow, eq_div_iff (pow_ne_zero 2 hne), sub_mul,
          div_mul_cancel₀ _ (pow_ne_zero 2 hne)]
        linear_combination 4 * t ^ 2 * hW2 - x ^ 2 * ha2 - S ^ 2 * hR2
          - (e0 ^ 2 + 4 * t ^ 2) * hS2)
    refine (d1.fun_sub (d2.const_mul (|e0| / R))).congr_deriv ?_
    have t1 : 1 / (2 * t) / (S / (2 * t)) = 1 / S := by field_simp
    have t2 : |e0| / R * (|e0| * R ^ 2 / (2 * t * W ^ 3) / (R * S / (2 * t * W))) =
        |e0| ^ 2 / (W ^ 2 * S) := by field_simp
    have t3 : e0 ^ 2 + S ^ 2 = W ^ 2 := by linarith
    rw [t1, t2, t3, div_sub_div _ _ hS.ne' (by positivity),
      div_eq_div_iff (by positivity) (by positivity)]
    linear_combination W ^ 2 * S * (-t3 - ha2)
  have key := intervalIntegral.integral_eq_sub_of_hasDerivAt_of_le
    (by linarith : -(2 * t) ≤ 2 * t) hcont hder (hint.intervalIntegrable _ _)
  -- at the band edges both arcsines equal ±π/2
  have hp : √(e0 ^ 2 + 4 * t ^ 2 - (2 * t) ^ 2) = |e0| := by
    rw [show e0 ^ 2 + 4 * t ^ 2 - (2 * t) ^ 2 = e0 ^ 2 by ring, Real.sqrt_sq_eq_abs]
  have hm : √(e0 ^ 2 + 4 * t ^ 2 - (-(2 * t)) ^ 2) = |e0| := by
    rw [neg_sq, hp]
  have hn : 2 * t * |e0| ≠ 0 := by positivity
  have e1 : 2 * t / (2 * t) = 1 := div_self (by positivity)
  have e2 : -(2 * t) / (2 * t) = -1 := by rw [neg_div, e1]
  have e3 : |e0| * (2 * t) / (2 * t * |e0|) = 1 := by
    rw [div_eq_iff hn]
    ring
  have e4 : |e0| * -(2 * t) / (2 * t * |e0|) = -1 := by
    rw [div_eq_iff hn]
    ring
  rw [key]
  simp only [hp, hm, e1, e2, e3, e4, Real.arcsin_one, Real.arcsin_neg_one]
  ring
```

Dividing by $\pi$ gives the injected weight. It is below one because $|e_0|/R>0$.

```lean
/-- The weight injected from the leads is `1 - |e0| / √(e0² + 4t²)`, strictly less than one. -/
theorem injectedWeight_eq {e0 t : ℝ} (h0 : e0 ≠ 0) (ht : 0 < t) :
    injectedWeight e0 t = 1 - |e0| / √(e0 ^ 2 + 4 * t ^ 2) ∧ injectedWeight e0 t < 1 := by
  have h : injectedWeight e0 t = 1 - |e0| / √(e0 ^ 2 + 4 * t ^ 2) := by
    unfold injectedWeight
    simp_rw [injected_density]
    rw [intervalIntegral.integral_div, band_integral h0 ht,
      mul_div_cancel_left₀ _ Real.pi_ne_zero]
  refine ⟨h, ?_⟩
  have hpos : 0 < |e0| / √(e0 ^ 2 + 4 * t ^ 2) :=
    div_pos (abs_pos.2 h0) (Real.sqrt_pos.2 (by positivity))
  linarith
```

## The state that the leads do not reach

Since $E_b^2=e_0^2+4t^2>4t^2$, the energy lies outside the band $[-2t,2t]$.

```lean
/-- The squared bound-state energy is `e0² + 4t²`, and the energy lies outside the band. -/
theorem boundEnergy_outside {e0 : ℝ} (t : ℝ) (h0 : e0 ≠ 0) :
    boundEnergy e0 t ^ 2 = e0 ^ 2 + 4 * t ^ 2 ∧ 2 * t < |boundEnergy e0 t| := by
  have h : boundEnergy e0 t ^ 2 = e0 ^ 2 + 4 * t ^ 2 := by
    unfold boundEnergy
    rw [mul_pow, div_pow, sq_abs, div_self (pow_ne_zero 2 h0), one_mul,
      Real.sq_sqrt (by positivity)]
  refine ⟨h, lt_of_pow_lt_pow_left₀ 2 (abs_nonneg _) ?_⟩
  have he : 0 < e0 ^ 2 := by positivity
  rw [sq_abs, h]
  linarith
```

At the impurity, the Schrödinger equation reads $2tx+e_0=E_b$, which is the definition of $x$. Elsewhere it requires $t(x^2+1)=E_bx$. From
$$4t(tx^2+e_0x)=(E_b-e_0)^2+2e_0(E_b-e_0)=E_b^2-e_0^2=4t^2$$
we get $tx^2+e_0x=t$ (`hq`), hence $E_bx=2tx^2+e_0x=tx^2+t$. The proof treats $n<0$, $n=0$ and $n>0$ in turn.

```lean
/-- The state `x ^ |n|` solves the Schrödinger equation of the chain at every site. -/
theorem boundState_eigen {e0 t : ℝ} (h0 : e0 ≠ 0) (ht : 0 < t) (n : ℤ) :
    chainH e0 t (boundState e0 t) n = boundEnergy e0 t * boundState e0 t n := by
  have hE := (boundEnergy_outside t h0).1
  have hx : 2 * t * decayFactor e0 t = boundEnergy e0 t - e0 :=
    mul_div_cancel₀ _ (by positivity)
  have hq : t * decayFactor e0 t ^ 2 + e0 * decayFactor e0 t = t := by
    apply mul_left_cancel₀ (by positivity : 4 * t ≠ 0)
    linear_combination (2 * t * decayFactor e0 t + boundEnergy e0 t + e0) * hx + hE
  rcases lt_trichotomy n 0 with hn | hn | hn
  · obtain ⟨k, rfl⟩ : ∃ k : ℕ, n = -((k : ℤ) + 1) := ⟨(-n - 1).toNat, by omega⟩
    have a1 : (-((k : ℤ) + 1) + 1).natAbs = k := by omega
    have a2 : (-((k : ℤ) + 1) - 1).natAbs = k + 2 := by omega
    have a3 : (-((k : ℤ) + 1)).natAbs = k + 1 := by omega
    simp only [chainH, boundState, a1, a2, a3, if_neg hn.ne]
    linear_combination decayFactor e0 t ^ k * (decayFactor e0 t * hx - hq)
  · subst hn
    have a1 : ((0 : ℤ) + 1).natAbs = 1 := rfl
    have a2 : ((0 : ℤ) - 1).natAbs = 1 := rfl
    simp only [chainH, boundState, a1, a2, Int.natAbs_zero, ↓reduceIte]
    linear_combination hx
  · obtain ⟨k, rfl⟩ : ∃ k : ℕ, n = (k : ℤ) + 1 := ⟨(n - 1).toNat, by omega⟩
    have a1 : ((k : ℤ) + 1 + 1).natAbs = k + 2 := by omega
    have a2 : ((k : ℤ) + 1 - 1).natAbs = k := by omega
    have a3 : ((k : ℤ) + 1).natAbs = k + 1 := by omega
    simp only [chainH, boundState, a1, a2, a3, if_neg hn.ne']
    linear_combination decayFactor e0 t ^ k * (decayFactor e0 t * hx - hq)
```

Because $|x|=(R-|e_0|)/(2t)$ and $4t^2=(R-|e_0|)(R+|e_0|)$,
$$x^2=\frac{R-|e_0|}{R+|e_0|}<1,\qquad \sum_n x^{2|n|}=\frac{1+x^2}{1-x^2}=\frac{R}{|e_0|}.$$
`HasSum` says that the series over all sites converges to this value. The proof adds two geometric series, one for $n\ge0$ and one for $n<0$.

```lean
/-- The bound state is normalizable, with squared norm `√(e0² + 4t²) / |e0|`. -/
theorem boundState_norm {e0 t : ℝ} (h0 : e0 ≠ 0) (ht : 0 < t) :
    HasSum (fun n : ℤ => boundState e0 t n ^ 2) (√(e0 ^ 2 + 4 * t ^ 2) / |e0|) := by
  have ha : 0 < |e0| := abs_pos.2 h0
  have ha2 : |e0| ^ 2 = e0 ^ 2 := sq_abs e0
  have hE := (boundEnergy_outside t h0).1
  have hx : 2 * t * decayFactor e0 t = boundEnergy e0 t - e0 :=
    mul_div_cancel₀ _ (by positivity)
  have hs : e0 * (e0 / |e0|) = |e0| := by
    rw [← mul_div_assoc, div_eq_iff ha.ne', abs_mul_abs_self]
  have he : e0 * boundEnergy e0 t = |e0| * √(e0 ^ 2 + 4 * t ^ 2) := by
    unfold boundEnergy
    rw [← mul_assoc, hs]
  have hR2 : √(e0 ^ 2 + 4 * t ^ 2) ^ 2 = e0 ^ 2 + 4 * t ^ 2 := Real.sq_sqrt (by positivity)
  have hR : 0 < √(e0 ^ 2 + 4 * t ^ 2) := Real.sqrt_pos.2 (by positivity)
  generalize √(e0 ^ 2 + 4 * t ^ 2) = R at he hR2 hR ⊢
  have hq : decayFactor e0 t ^ 2 * (R + |e0|) = R - |e0| := by
    apply mul_left_cancel₀ (by positivity : 4 * t ^ 2 ≠ 0)
    linear_combination (R + |e0|) * ((2 * t * decayFactor e0 t + boundEnergy e0 t - e0) * hx
      + hE - hR2 - 2 * he - ha2) + (R - |e0|) * (hR2 - ha2)
  have hq1 : decayFactor e0 t ^ 2 < 1 := by
    refine lt_of_mul_lt_mul_right (a := R + |e0|) ?_ (by positivity)
    rw [hq]
    linarith
  -- sum the two geometric tails
  have hg := hasSum_geometric_of_lt_one (sq_nonneg (decayFactor e0 t)) hq1
  have h1 : HasSum (fun n : ℕ => boundState e0 t (n : ℤ) ^ 2)
      (1 - decayFactor e0 t ^ 2)⁻¹ := by
    have e : (fun n : ℕ => boundState e0 t (n : ℤ) ^ 2) =
        fun n : ℕ => (decayFactor e0 t ^ 2) ^ n := by
      funext n
      simp only [boundState, Int.natAbs_natCast]
      ring
    rw [e]
    exact hg
  have h2 : HasSum (fun n : ℕ => boundState e0 t (-((n : ℤ) + 1)) ^ 2)
      (decayFactor e0 t ^ 2 * (1 - decayFactor e0 t ^ 2)⁻¹) := by
    have e : (fun n : ℕ => boundState e0 t (-((n : ℤ) + 1)) ^ 2) =
        fun n : ℕ => decayFactor e0 t ^ 2 * (decayFactor e0 t ^ 2) ^ n := by
      funext n
      have a : (-((n : ℤ) + 1)).natAbs = n + 1 := by omega
      simp only [boundState, a]
      ring
    rw [e]
    exact hg.mul_left _
  have e : R / |e0| = (1 - decayFactor e0 t ^ 2)⁻¹ +
      decayFactor e0 t ^ 2 * (1 - decayFactor e0 t ^ 2)⁻¹ := by
    rw [← one_add_mul, ← div_eq_mul_inv, div_eq_div_iff ha.ne' (sub_pos.2 hq1).ne']
    linear_combination -hq
  rw [e]
  exact HasSum.of_nat_of_neg_add_one h1 h2
```

The normalised state has weight $1/(R/|e_0|)=|e_0|/R$ on the impurity, exactly what the injection lacks.

For $t=2$ and $e_0=3$, $R=5$ and the leads inject $1-3/5=2/5$. The bound state sits at $E_b=5$, above the band $[-4,4]$, with $x=1/2$. Its squared norm is $(1+\tfrac14)/(1-\tfrac14)=5/3$, so its impurity weight is $3/5$, and the total is one.

The last theorem states this sum for all $e_0\ne0$ and $t>0$. It adds two computed weights and does not rest on a completeness relation for the chain's eigenstates.

```lean
/-- The injected weight and the normalized bound-state weight on the impurity add up to one. -/
theorem spectral_sum_rule {e0 t : ℝ} (h0 : e0 ≠ 0) (ht : 0 < t) :
    injectedWeight e0 t + boundState e0 t 0 ^ 2 / ∑' n : ℤ, boundState e0 t n ^ 2 = 1 := by
  have hb : boundState e0 t 0 = 1 := by
    simp only [boundState, Int.natAbs_zero, pow_zero]
  rw [(injectedWeight_eq h0 ht).1, (boundState_norm h0 ht).tsum_eq, hb, one_pow, one_div_div]
  ring

end

end ImpurityInjectedWeight
```

```lean
#print axioms ImpurityInjectedWeight.leadSelfEnergy_dyson
#print axioms ImpurityInjectedWeight.injectedWeight_eq
#print axioms ImpurityInjectedWeight.boundState_eigen
#print axioms ImpurityInjectedWeight.spectral_sum_rule
```

```
'ImpurityInjectedWeight.leadSelfEnergy_dyson' depends on axioms: [propext, Classical.choice, Quot.sound]
'ImpurityInjectedWeight.injectedWeight_eq' depends on axioms: [propext, Classical.choice, Quot.sound]
'ImpurityInjectedWeight.boundState_eigen' depends on axioms: [propext, Classical.choice, Quot.sound]
'ImpurityInjectedWeight.spectral_sum_rule' depends on axioms: [propext, Classical.choice, Quot.sound]
```
